# For $u=r^{l+1}$ with $l\ge 3$, mesh refinement worsens three-point radial inversion at every fixed mesh index

Take a zero-energy f wave, $l=3$, $u=r^4$, in atomic units. With mesh step $h$, its second difference is

$$(r+h)^4-2r^4+(r-h)^4=12r^2h^2+2h^4 .$$

Dividing by $2h^2u$ gives $6/r^2+h^2/r^4$. The centrifugal term removes $6/r^2$, leaving $h^2/r^4$ where the potential should be zero. At fixed $r$ this vanishes with $h$; at the first mesh point, $r=h$, it is $1/h^2$.

Many norm-conserving pseudopotentials are obtained by inverting the radial equation for a pseudo-wave, often with analytic derivatives. The results here concern a three-point version of that step, for a single power-law wave in zero potential, on a uniform mesh and without rounding.

```lean
import Mathlib

open Filter Topology

namespace RadialInversion

noncomputable section

/-- The potential recovered at radius `r` from a radial wave `u` of angular momentum `l` and
energy `E`, with the three-point second difference of step `h` (atomic units).
Domain: `r`, `h` and `u r` nonzero. -/
def invertedPotential (u : ℝ → ℝ) (l : ℕ) (E r h : ℝ) : ℝ :=
  E + (u (r + h) - 2 * u r + u (r - h)) / (2 * h ^ 2 * u r) - l * (l + 1) / (2 * r ^ 2)
```

In atomic units, solving the radial equation for the potential gives $V=E+u''/(2u)-l(l+1)/(2r^2)$. The definition replaces $u''$ by the three-point quotient. `u : ℝ → ℝ` is the radial wave (radius times the radial function), `l : ℕ` the angular momentum and `E` the energy.

```lean
/-- The regular radial wave `r^(l+1)`. -/
def regularWave (l : ℕ) : ℝ → ℝ := fun r => r ^ (l + 1)
```

This is $u(r)=r^{l+1}$. As a polynomial it is defined for negative arguments too, so later statements may allow $h>r$; a physical mesh has $r\ge h$.

```lean
/-- The potential recovered from the regular wave `r^(l+1)` at zero energy.
Domain: `r` and `h` nonzero. -/
def inversionError (l : ℕ) (r h : ℝ) : ℝ :=
  invertedPotential (regularWave l) l 0 r h
```

Write $e(r,h)$ for this quantity, the potential recovered at $E=0$. The next theorem justifies calling it an error.

```lean
/-- Away from the origin, `r^(l+1)` solves the radial Schrödinger equation with zero energy
and zero potential. -/
theorem regularWave_radial (l : ℕ) {r : ℝ} (hr : r ≠ 0) :
    -(1 / 2) * deriv (deriv (regularWave l)) r
      + l * (l + 1) / (2 * r ^ 2) * regularWave l r = 0 := by
  have h1 : deriv (regularWave l) = fun x => ((l : ℝ) + 1) * x ^ l := by
    funext x
    have h : HasDerivAt (regularWave l) (((l : ℝ) + 1) * x ^ l) x :=
      HasDerivAt.congr_deriv (f := regularWave l) (hasDerivAt_pow (l + 1) x) (by simp)
    exact h.deriv
  have h2 : HasDerivAt (fun x : ℝ => ((l : ℝ) + 1) * x ^ l)
      (((l : ℝ) + 1) * ((l : ℝ) * r ^ (l - 1))) r := (hasDerivAt_pow l r).const_mul _
  rw [h1, h2.deriv]
  cases l with
  | zero => simp
  | succ m =>
    have key : ∀ c : ℝ, c / (2 * r ^ 2) * (r ^ m * r ^ 2) = c / 2 * r ^ m := by
      intro c
      field_simp
    simp only [regularWave, Nat.add_sub_cancel]
    push_cast
    linear_combination key (((m : ℝ) + 1) * (m + 1 + 1))
```

A theorem lists its hypotheses, then after the colon its claim, then after `:= by` its proof. Here `hr` says $r\ne0$, and the claim is $-\tfrac12u''+\frac{l(l+1)}{2r^2}u=0$. By hand, $u''=l(l+1)r^{l-1}$, so the terms cancel. Lean computes the two derivatives in turn and treats $l=0$ separately. The true potential is zero, so whatever the inversion returns is error.

```lean
/-- Expansion of `(r+h)^n` to second order in the step, multiplied by `r^2`, with a remainder
that is `h^3` times a continuous function. -/
theorem cubic_remainder (r : ℝ) (n : ℕ) : ∃ P : ℝ → ℝ, Continuous P ∧ ∀ h,
    r ^ 2 * (r + h) ^ n
      = r ^ n * (r ^ 2 + n * r * h + n * (n - 1) / 2 * h ^ 2) + h ^ 3 * P h := by
  induction n with
  | zero => exact ⟨fun _ => 0, continuous_const, by intro h; simp⟩
  | succ n ih =>
    obtain ⟨P, hc, hP⟩ := ih
    refine ⟨fun h => (r + h) * P h + r ^ n * (n * (n - 1) / 2), by fun_prop, ?_⟩
    intro h
    push_cast
    linear_combination (r + h) * hP h
```

The claim is that a continuous $P$ exists with

$$r^2(r+h)^n=r^n\left[r^2+nrh+\tfrac{n(n-1)}2h^2\right]+h^3P(h).$$

The factor $r^2$ avoids negative exponents. For the induction, multiply by $r+h$: the terms up to $h^2$ become those for $n+1$, and the new remainder is $(r+h)P(h)+r^n\,n(n-1)/2$, the function supplied in the code.

```lean
/-- At a fixed nonzero radius the inversion error tends to zero with the step. -/
theorem error_tendsto_zero (l : ℕ) {r : ℝ} (hr : r ≠ 0) :
    Tendsto (fun h => inversionError l r h) (𝓝[≠] 0) (𝓝 0) := by
  obtain ⟨P, hc, hP⟩ := cubic_remainder r (l + 1)
  have hq : Continuous (fun h => h * (P h - P (-h)) / (2 * r ^ 2 * r ^ (l + 1))) := by
    fun_prop
  have t : Tendsto (fun h => h * (P h - P (-h)) / (2 * r ^ 2 * r ^ (l + 1)))
      (𝓝[≠] 0) (𝓝 0) := by
    have t0 := hq.tendsto 0
    simp only [zero_mul, zero_div] at t0
    exact t0.mono_left nhdsWithin_le_nhds
  refine t.congr' ?_
  filter_upwards [self_mem_nhdsWithin] with h hh
  have hh0 : h ≠ 0 := hh
  have a := hP h
  have b := hP (-h)
  push_cast at a b
  -- odd orders cancel between the two neighbours
  have num : (r + h) ^ (l + 1) - 2 * r ^ (l + 1) + (r - h) ^ (l + 1)
      = (l * (l + 1) * r ^ (l + 1) * h ^ 2 + h ^ 3 * (P h - P (-h))) / r ^ 2 := by
    rw [eq_div_iff (pow_ne_zero 2 hr)]
    linear_combination a + b
  simp only [inversionError, invertedPotential, regularWave, zero_add]
  rw [num, eq_sub_iff_add_eq, div_add_div _ _ (by positivity) (by positivity), div_div,
    div_eq_div_iff (by positivity) (by positivity)]
  ring
```

Set $n=l+1$ and add the expansions at $h$ and $-h$. Odd orders cancel. Subtracting $2r^2u(r)$, dividing by $2h^2r^2u(r)$ and removing the centrifugal term gives

$$e(r,h)=\frac{h\,[P(h)-P(-h)]}{2r^{l+3}}\to0 .$$

In Lean, `num` is the added expansion, and `𝓝[≠] 0` means that $h$ approaches zero through nonzero values.

```lean
/-- Scaling a nonzero radius and a nonzero step by the same factor `s ≠ 0` divides the
inversion error by `s^2`. -/
theorem error_scale (l : ℕ) {s r h : ℝ} (hs : s ≠ 0) (hr : r ≠ 0) (hh : h ≠ 0) :
    inversionError l (s * r) (s * h) = inversionError l r h / s ^ 2 := by
  have key : ∀ a A B C L : ℝ, a ≠ 0 → B ≠ 0 →
      0 + (a * A - 2 * (a * B) + a * C) / (2 * (s * h) ^ 2 * (a * B)) - L / (2 * (s * r) ^ 2)
        = (0 + (A - 2 * B + C) / (2 * h ^ 2 * B) - L / (2 * r ^ 2)) / s ^ 2 := by
    intro a A B C L ha hB
    have e1 : (a * A - 2 * (a * B) + a * C) / (2 * (s * h) ^ 2 * (a * B))
        = (A - 2 * B + C) / (2 * h ^ 2 * B) / s ^ 2 := by
      rw [div_div, div_eq_div_iff (by positivity) (by positivity)]
      ring
    rw [e1]
    ring
  simp only [inversionError, invertedPotential, regularWave]
  rw [← mul_add, ← mul_sub, mul_pow s (r + h), mul_pow s (r - h), mul_pow s r (l + 1)]
  exact key _ _ _ _ _ (pow_ne_zero _ hs) (pow_ne_zero _ hr)
```

Since $u(sr)=s^{l+1}u(r)$, the factor $s^{l+1}$ cancels in the quotient, and both terms keep $1/s^2$. Thus $e(sr,sh)=e(r,h)/s^2$. The local statement `key` is this cancellation, with `a` standing for $s^{l+1}$.

```lean
/-- The inversion error at the first mesh point `r = h`, for a nonzero step. -/
theorem first_point_error (l : ℕ) {h : ℝ} (hh : h ≠ 0) :
    inversionError l h h = (2 ^ l - 1 - l * (l + 1) / 2) / h ^ 2 := by
  have hs := error_scale l hh one_ne_zero one_ne_zero
  rw [mul_one] at hs
  have h0 : (0 : ℝ) ^ (l + 1) = 0 := by simp
  have h1 : inversionError l 1 1 = 2 ^ l - 1 - l * (l + 1) / 2 := by
    simp only [inversionError, invertedPotential, regularWave, sub_self, one_pow, h0,
      one_add_one_eq_two]
    ring
  rw [hs, h1]
```

At $r=h=1$ the inner neighbour is $u(0)=0$, so $e(1,1)=(2^{l+1}-2)/2-l(l+1)/2$. Scaling by $h$ gives

$$e(h,h)=\frac{2^l-1-l(l+1)/2}{h^2}.$$

For $l=0,\dots,5$ the numerators are $0,0,0,1,5,16$. Keeping only the leading truncation term, $h^2u''''/(24u)$, would give 15 for $l=5$; the next order supplies the missing 1.

```lean
/-- For `x > 0` and `n ≥ 4`, the sum `(1+x)^n + (1-x)^n` strictly exceeds its second-order
expansion, and the difference `(1+x)^n - (1-x)^n` is at least its first-order one. -/
theorem binomial_excess {x : ℝ} (hx : 0 < x) {n : ℕ} (hn : 4 ≤ n) :
    2 + n * (n - 1) * x ^ 2 < (1 + x) ^ n + (1 - x) ^ n ∧
      2 * n * x ≤ (1 + x) ^ n - (1 - x) ^ n := by
  induction n, hn using Nat.le_induction with
  | base =>
    constructor <;> push_cast <;> nlinarith [pow_pos hx 3, pow_pos hx 4]
  | succ n hn ih =>
    obtain ⟨a, b⟩ := ih
    have hn' : (4 : ℝ) ≤ n := by exact_mod_cast hn
    have hq : 0 ≤ (n : ℝ) * (n - 1) * x ^ 2 :=
      mul_nonneg (mul_nonneg (by linarith) (by linarith)) (sq_nonneg x)
    have hS : 2 ≤ (1 + x) ^ n + (1 - x) ^ n := by linarith
    -- each new order feeds the sum from the difference and vice versa
    have hb := mul_le_mul_of_nonneg_left b hx.le
    have ha := mul_le_mul_of_nonneg_left hS hx.le
    rw [pow_succ (1 + x) n, pow_succ (1 - x) n]
    constructor <;> push_cast <;> nlinarith
```

Let $S_n$ and $T_n$ be the sum and difference of $(1+x)^n$ and $(1-x)^n$. Then

$$S_{n+1}=S_n+xT_n,\qquad T_{n+1}=T_n+xS_n .$$

The base case is $S_4=2+12x^2+2x^4$, $T_4=8x+8x^3$. If $S_n>2+n(n-1)x^2$ and $T_n\ge2nx$, then $S_{n+1}>2+n(n+1)x^2$ and, as $S_n\ge2$, $T_{n+1}\ge2(n+1)x$. `nlinarith` closes these inequalities.

```lean
/-- For `l ≥ 3` the inversion error is positive at every positive radius and step. -/
theorem error_pos {l : ℕ} (hl : 3 ≤ l) {r h : ℝ} (hr : 0 < r) (hh : 0 < h) :
    0 < inversionError l r h := by
  have key : ∀ x : ℝ, 0 < x → 0 < inversionError l 1 x := by
    intro x hx
    have B := (binomial_excess hx (n := l + 1) (by omega)).1
    push_cast at B
    simp only [inversionError, invertedPotential, regularWave, one_pow, mul_one, zero_add]
    rw [sub_pos, div_lt_div_iff₀ (by norm_num) (by positivity)]
    nlinarith
  have hx : 0 < h / r := div_pos hh hr
  have hs := error_scale l hr.ne' one_ne_zero hx.ne'
  have hc : r * (h / r) = h := by field_simp
  rw [mul_one, hc] at hs
  rw [hs]
  exact div_pos (key _ hx) (by positivity)
```

With $x=h/r$ and $n=l+1\ge4$, the bound reads $S_n-2>l(l+1)x^2$. Dividing by $2x^2$ gives $e(1,x)>0$, and scaling gives $e(r,h)=e(1,h/r)/r^2>0$.

```lean
/-- At any positive radius and step, the inversion of the regular wave `r^(l+1)` at zero energy
returns exactly zero potential if and only if `l ≤ 2`. -/
theorem error_eq_zero_iff (l : ℕ) {r h : ℝ} (hr : 0 < r) (hh : 0 < h) :
    inversionError l r h = 0 ↔ l ≤ 2 := by
  constructor
  · intro h0
    by_contra hl
    exact (error_pos (by omega) hr hh).ne' h0
  · intro hl
    simp only [inversionError, invertedPotential, regularWave, zero_add]
    rw [sub_eq_zero, div_eq_div_iff (by positivity) (by positivity)]
    interval_cases l <;> push_cast <;> ring
```

Positivity excludes $l\ge3$. For $l=0,1,2$ the second differences are $0$, $2h^2$ and $6rh^2$, which match the centrifugal term exactly; `interval_cases l` checks the three cases. The smallest, $l=0$, is a straight line with no centrifugal term.

```lean
/-- For `l ≥ 3`, the inversion error at the `k`-th mesh point `r = k h`, `k ≥ 1`, grows
strictly whenever the positive step is reduced, and diverges to `+∞` as the step tends to
zero. -/
theorem refinement_worsens {l k : ℕ} (hl : 3 ≤ l) (hk : 1 ≤ k) :
    (∀ h h' : ℝ, 0 < h' → h' < h →
      inversionError l (k * h) h < inversionError l (k * h') h') ∧
    Tendsto (fun h : ℝ => inversionError l (k * h) h) (𝓝[>] 0) atTop := by
  have hk' : (0 : ℝ) < k := by exact_mod_cast hk
  have hc : 0 < inversionError l k 1 := error_pos hl hk' one_pos
  -- at a fixed mesh index the error is a positive constant over the squared step
  have grid : ∀ h : ℝ, 0 < h →
      inversionError l (k * h) h = inversionError l k 1 / h ^ 2 := by
    intro h hh
    have hs := error_scale l hh.ne' hk'.ne' one_ne_zero
    rwa [mul_one, mul_comm h] at hs
  constructor
  · intro h h' h0 hlt
    rw [grid h (h0.trans hlt), grid h' h0]
    exact div_lt_div_of_pos_left hc (by positivity) (by nlinarith)
  · have t : Tendsto (fun h : ℝ => inversionError l k 1 * (h⁻¹) ^ 2) (𝓝[>] 0) atTop :=
      Tendsto.const_mul_atTop hc
        ((tendsto_pow_atTop two_ne_zero).comp tendsto_inv_nhdsGT_zero)
    refine t.congr' ?_
    filter_upwards [self_mem_nhdsWithin] with h hh
    rw [grid h hh, inv_pow, div_eq_mul_inv]

end

end RadialInversion
```

At the $k$-th mesh point, scaling gives $e(kh,h)=e(k,1)/h^2$ with $e(k,1)>0$; this is `grid`. A smaller step therefore gives a strictly larger error, and as $h\to0^+$ (`𝓝[>] 0`) the error tends to $+\infty$ (`atTop`). This agrees with convergence at fixed radius, because there the index $k=r/h$ grows, while at fixed $k$ the point moves towards the origin.

```lean
#print axioms RadialInversion.error_tendsto_zero
#print axioms RadialInversion.first_point_error
#print axioms RadialInversion.error_eq_zero_iff
#print axioms RadialInversion.refinement_worsens
```

```
'RadialInversion.error_tendsto_zero' depends on axioms: [propext, Classical.choice, Quot.sound]
'RadialInversion.first_point_error' depends on axioms: [propext, Classical.choice, Quot.sound]
'RadialInversion.error_eq_zero_iff' depends on axioms: [propext, Classical.choice, Quot.sound]
'RadialInversion.refinement_worsens' depends on axioms: [propext, Classical.choice, Quot.sound]
```
